# A ring of three or more dipoles with polarizability α > 0 and neighbour coupling t ≥ 0 has a positive definite interaction matrix exactly when 2αt < 1

An induced-dipole calculation solves a linear system $Ap = F$ for the dipoles $p$ in a given field $F$. If the code does this by Cholesky factorisation or conjugate gradients, it relies on the matrix $A$ being positive definite. For a ring of identical sites with nearest-neighbour coupling, that requirement reduces to one inequality between two parameters.

Let the ring have $N \ge 3$ sites, labelled by integers modulo $N$, with one scalar dipole $p_i$ on each site. The polarizability is $\alpha > 0$. The coupling $t \ge 0$ is the field that a unit dipole produces at a neighbouring site, along the axis on which the dipoles are measured. The matrix $A$ has $1/\alpha$ on the diagonal, $-t$ between neighbours and zero elsewhere. Then

$$A \text{ is positive definite} \iff 2\alpha t < 1,$$

and in that case a field of the same value $E$ at every site has exactly one solution,

$$p_i = \frac{\alpha E}{1 - 2\alpha t}\quad\text{for all } i.$$

## Solver choice and a reference value for periodic chains

The ring is also a chain with periodic boundary conditions. For collinear point dipoles at spacing $r$, the coupling is $t = 2/r^3$ in Gaussian units, so a short spacing or a large polarizability drives the system towards the threshold. Damping the dipole interaction at short range lowers $t$ and moves the system away from it.

The result gives a polarizable-model code two checks in this static, nearest-neighbour, scalar model: a Cholesky factorisation should succeed below the threshold, and there a uniform field $E$ should return the dipole $\alpha E/(1-2\alpha t)$ at every site. The same positivity condition keeps the mode frequencies real and non-zero when the sites are identical coupled oscillators, as in simple models of dispersion.

A general linear solver is a poor detector of instability. Past the threshold, the uniform formula still satisfies the equations, but with a dipole that opposes the field. An LU routine can return this answer without any warning.

## From local fields to the threshold

Each site has two distinct neighbours, so the matrix acts as

$$(Ap)_i = \frac{p_i}{\alpha} - t\,(p_{i+1} + p_{i-1}).$$

Setting this equal to $F_i$ and multiplying by $\alpha$ gives the self-consistent equations

$$p_i = \alpha\bigl(F_i + t(p_{i+1} + p_{i-1})\bigr).$$

Every dipole is $\alpha$ times its local field, and the steps can be reversed because $\alpha \neq 0$.

For the stability criterion, take the quadratic form

$$p^{\mathsf T}Ap = \frac1\alpha\sum_i p_i^2 - t\sum_i p_i p_{i+1} - t\sum_i p_i p_{i-1}.$$

Shifting the summation index by one site shows that the last two sums are equal, so

$$p^{\mathsf T}Ap = \frac1\alpha\sum_i p_i^2 - 2t\sum_i p_{i+1}p_i.$$

The same shift gives

$$\sum_i (p_{i+1}-p_i)^2 = 2\sum_i p_i^2 - 2\sum_i p_{i+1}p_i.$$

Eliminating the cross term yields

$$p^{\mathsf T}Ap = \Bigl(\frac1\alpha - 2t\Bigr)\sum_i p_i^2 + t\sum_i (p_{i+1}-p_i)^2 .$$

The first coefficient equals $(1-2\alpha t)/\alpha$. If $2\alpha t<1$, the first term is positive for every $p \neq 0$ and the second is non-negative, so the symmetric matrix $A$ is positive definite. Conversely, the pattern $p_i = 1$ makes the second term vanish and gives $N(1/\alpha - 2t)$. Positive definiteness requires this to be positive, hence $2\alpha t<1$.

For the uniform response, insert $p_i = c$ and $F_i = E$ into the self-consistent equations:

$$c = \alpha(E + 2tc), \qquad c = \frac{\alpha E}{1-2\alpha t}.$$

If $p$ and $q$ both solve the system, their difference $d = p-q$ satisfies $Ad = 0$, so $d^{\mathsf T}Ad = 0$. Positive definiteness then forces $d=0$.

For an arbitrary field pattern, sum the self-consistent equations over the ring. Each neighbour sum equals $\sum_i p_i$, and therefore

$$(1-2\alpha t)\sum_i p_i = \alpha\sum_i F_i .$$

At $2\alpha t = 1$ the left side is zero. A field with non-zero sum then has no solution at all, which is the polarization catastrophe in this model.

## The dipole ring in Lean 4

```lean
import Mathlib

open Matrix

namespace DipoleRing

noncomputable section

/-- The interaction matrix of a ring of `N` dipoles: `1/α` on the diagonal, `-t` between
nearest neighbours, zero elsewhere. It is meant for `N ≥ 3` and `α ≠ 0`. -/
def ringMatrix (N : ℕ) (α t : ℝ) : Matrix (ZMod N) (ZMod N) ℝ :=
  Matrix.of fun i j => if j = i then 1 / α else if j = i + 1 ∨ j = i - 1 then -t else 0

variable {N : ℕ} [NeZero N]

/-- On a ring of at least three sites, the matrix sends a dipole pattern `p` to
`p i / α` minus `t` times the sum of the two neighbouring dipoles. -/
theorem ringMatrix_mulVec (hN : 3 ≤ N) (α t : ℝ) (p : ZMod N → ℝ) (i : ZMod N) :
    (ringMatrix N α t *ᵥ p) i = p i / α - t * (p (i + 1) + p (i - 1)) := by
  -- a site and its two neighbours are three different sites
  have h1 : (1 : ZMod N) ≠ 0 := by
    intro h
    have h' : ((1 : ℕ) : ZMod N) = 0 := by exact_mod_cast h
    have := Nat.le_of_dvd (by norm_num) ((CharP.cast_eq_zero_iff (ZMod N) N 1).1 h')
    omega
  have h2 : (2 : ZMod N) ≠ 0 := by
    intro h
    have h' : ((2 : ℕ) : ZMod N) = 0 := by exact_mod_cast h
    have := Nat.le_of_dvd (by norm_num) ((CharP.cast_eq_zero_iff (ZMod N) N 2).1 h')
    omega
  have e1 : i ≠ i + 1 := fun h => h1 (by linear_combination (-1 : ZMod N) * h)
  have e2 : i ≠ i - 1 := fun h => h1 (by linear_combination h)
  have e3 : i + 1 ≠ i - 1 := fun h => h2 (by linear_combination h)
  have key : ∀ j, ringMatrix N α t i j * p j = (if j = i then p j / α else 0)
      - t * ((if j = i + 1 then p j else 0) + (if j = i - 1 then p j else 0)) := by
    intro j
    by_cases a : j = i
    · rw [a]
      simp only [ringMatrix, Matrix.of_apply, e1, e2, ↓reduceIte]
      ring
    by_cases b : j = i + 1
    · rw [b]
      simp only [ringMatrix, Matrix.of_apply, e1.symm, e3, true_or, ↓reduceIte]
      ring
    by_cases c : j = i - 1
    · rw [c]
      simp only [ringMatrix, Matrix.of_apply, e2.symm, e3.symm, or_true, ↓reduceIte]
      ring
    simp only [ringMatrix, Matrix.of_apply, a, b, c, or_self, ↓reduceIte]
    ring
  change ∑ j, ringMatrix N α t i j * p j = _
  rw [Finset.sum_congr rfl fun j _ => key j]
  simp only [Finset.sum_sub_distrib, ← Finset.mul_sum, Finset.sum_add_distrib,
    Finset.sum_ite_eq', Finset.mem_univ, ↓reduceIte]

/-- For `N ≥ 3` and `α ≠ 0`, the linear system with field `F` says that each dipole is `α` times
the local field, made of `F` and the contributions of the two neighbours. -/
theorem mulVec_eq_iff_selfConsistent (hN : 3 ≤ N) {α : ℝ} (hα : α ≠ 0) (t : ℝ)
    (p F : ZMod N → ℝ) :
    ringMatrix N α t *ᵥ p = F ↔ ∀ i, p i = α * (F i + t * (p (i + 1) + p (i - 1))) := by
  constructor
  · intro h i
    have hi := congrFun h i
    rw [ringMatrix_mulVec hN] at hi
    have e : p i = α * (p i / α) := by field_simp
    linear_combination e + α * hi
  · intro h
    funext i
    rw [ringMatrix_mulVec hN]
    have e : p i / α = F i + t * (p (i + 1) + p (i - 1)) := by
      rw [div_eq_iff hα]
      linear_combination h i
    linarith

/-- For `N ≥ 3`, the quadratic form of the ring is a uniform stiffness `1/α - 2t` times the sum of
squared dipoles, plus `t` times the sum of squared differences between neighbours. -/
theorem quadratic_form (hN : 3 ≤ N) (α t : ℝ) (p : ZMod N → ℝ) :
    p ⬝ᵥ (ringMatrix N α t *ᵥ p)
      = (1 / α - 2 * t) * ∑ i, p i ^ 2 + t * ∑ i, (p (i + 1) - p i) ^ 2 := by
  -- sums over the ring do not change when every site is shifted by one
  have s1 : ∑ i, p (i + 1) ^ 2 = ∑ i, p i ^ 2 :=
    Equiv.sum_comp (Equiv.addRight (1 : ZMod N)) (fun i => p i ^ 2)
  have s2 : ∑ i, p i * p (i - 1) = ∑ i, p (i + 1) * p i := by
    have h := Equiv.sum_comp (Equiv.addRight (1 : ZMod N)) (fun i => p i * p (i - 1))
    simp only [Equiv.coe_addRight, add_sub_cancel_right] at h
    exact h.symm
  have L : p ⬝ᵥ (ringMatrix N α t *ᵥ p)
      = 1 / α * ∑ i, p i ^ 2 - t * ∑ i, p (i + 1) * p i - t * ∑ i, p i * p (i - 1) := by
    simp only [dotProduct, ringMatrix_mulVec hN, Finset.mul_sum, ← Finset.sum_sub_distrib]
    exact Finset.sum_congr rfl fun i _ => by ring
  have R : ∑ i, (p (i + 1) - p i) ^ 2
      = ∑ i, p (i + 1) ^ 2 + ∑ i, p i ^ 2 - 2 * ∑ i, p (i + 1) * p i := by
    simp only [Finset.mul_sum, ← Finset.sum_add_distrib, ← Finset.sum_sub_distrib]
    exact Finset.sum_congr rfl fun i _ => by ring
  rw [L, R, s1, s2]
  ring

omit [NeZero N] in
/-- The interaction matrix of the ring is symmetric. -/
theorem ringMatrix_isHermitian (α t : ℝ) : (ringMatrix N α t).IsHermitian := by
  refine Matrix.IsHermitian.ext fun i j => ?_
  have h : (j = i + 1 ∨ j = i - 1) → (i = j + 1 ∨ i = j - 1) := by
    rintro (h | h)
    · exact Or.inr (by linear_combination -h)
    · exact Or.inl (by linear_combination -h)
  have h' : (i = j + 1 ∨ i = j - 1) → (j = i + 1 ∨ j = i - 1) := by
    rintro (h | h)
    · exact Or.inr (by linear_combination -h)
    · exact Or.inl (by linear_combination -h)
  by_cases a : j = i
  · rw [a]
    exact star_trivial _
  have a' : ¬ i = j := fun e => a e.symm
  by_cases b : j = i + 1 ∨ j = i - 1
  · simp only [ringMatrix, Matrix.of_apply, star_trivial, if_neg a, if_neg a', if_pos b,
      if_pos (h b)]
  · simp only [ringMatrix, Matrix.of_apply, star_trivial, if_neg a, if_neg a', if_neg b,
      if_neg (fun e => b (h' e))]

/-- For `N ≥ 3`, `α > 0` and `t ≥ 0`, the interaction matrix of the ring is positive definite
exactly when `2αt < 1`. -/
theorem posDef_iff (hN : 3 ≤ N) {α t : ℝ} (hα : 0 < α) (ht : 0 ≤ t) :
    (ringMatrix N α t).PosDef ↔ 2 * α * t < 1 := by
  have hg : 1 / α - 2 * t = (1 - 2 * α * t) / α := by
    rw [eq_div_iff hα.ne', sub_mul, div_mul_cancel₀ _ hα.ne']
    ring
  rw [Matrix.posDef_iff_dotProduct_mulVec]
  constructor
  · -- test the form on the uniform pattern
    rintro ⟨_, h⟩
    by_contra hc
    have h1 := @h (fun _ => (1 : ℝ)) (fun e => one_ne_zero (α := ℝ) (congrFun e 0))
    rw [star_trivial, quadratic_form hN] at h1
    have h2 : 0 < (1 / α - 2 * t) * ∑ _i : ZMod N, (1 : ℝ) ^ 2
        + t * ∑ _i : ZMod N, ((1 : ℝ) - 1) ^ 2 := h1
    have z : ∑ _i : ZMod N, ((1 : ℝ) - 1) ^ 2 = 0 := by simp
    have q : 0 ≤ ∑ _i : ZMod N, (1 : ℝ) ^ 2 := Finset.sum_nonneg fun _ _ => by norm_num
    have k : 1 / α - 2 * t ≤ 0 := by
      rw [hg]
      exact div_nonpos_of_nonpos_of_nonneg (by linarith) hα.le
    have := mul_nonpos_of_nonpos_of_nonneg k q
    rw [z] at h2
    linarith
  · intro h
    refine ⟨ringMatrix_isHermitian α t, fun x hx => ?_⟩
    rw [star_trivial, quadratic_form hN]
    have k : 0 < 1 / α - 2 * t := by
      rw [hg]
      exact div_pos (by linarith) hα
    obtain ⟨i, hi⟩ := Function.ne_iff.mp hx
    have hi' : x i ≠ 0 := hi
    have s : 0 < ∑ i, x i ^ 2 :=
      Finset.sum_pos' (fun i _ => sq_nonneg _) ⟨i, Finset.mem_univ i, by positivity⟩
    have u := mul_pos k s
    have v := mul_nonneg ht
      (Finset.sum_nonneg fun i (_ : i ∈ Finset.univ) => sq_nonneg (x (i + 1) - x i))
    linarith

/-- For `N ≥ 3`, `α > 0`, `t ≥ 0` and `2αt < 1`, a uniform field `E` induces the dipole
`αE/(1 - 2αt)` at every site, and no other dipole pattern solves the equations. -/
theorem uniform_response (hN : 3 ≤ N) {α t : ℝ} (hα : 0 < α) (ht : 0 ≤ t)
    (h : 2 * α * t < 1) (E : ℝ) (p : ZMod N → ℝ) :
    ringMatrix N α t *ᵥ p = (fun _ => E) ↔ p = fun _ => α / (1 - 2 * α * t) * E := by
  have hd : 1 - 2 * α * t ≠ 0 := by linarith
  have hc : α / (1 - 2 * α * t) * (1 - 2 * α * t) = α := div_mul_cancel₀ _ hd
  have sol : ringMatrix N α t *ᵥ (fun _ => α / (1 - 2 * α * t) * E) = fun _ => E := by
    rw [mulVec_eq_iff_selfConsistent hN hα.ne']
    intro i
    linear_combination E * hc
  constructor
  · -- the difference of two solutions has zero energy, so it vanishes
    intro hp
    by_contra hne
    have pos := ((Matrix.posDef_iff_dotProduct_mulVec).1 ((posDef_iff hN hα ht).2 h)).2
      (sub_ne_zero.2 hne)
    rw [Matrix.mulVec_sub, hp, sol, sub_self, dotProduct_zero] at pos
    exact lt_irrefl _ pos
  · intro hp
    rw [hp]
    exact sol

/-- For `N ≥ 3` and `α ≠ 0`, if the dipole pattern `p` solves the equations for the field `F`, then
the sum of `p` times `1 - 2αt` equals `α` times the sum of `F` over the sites. -/
theorem total_dipole (hN : 3 ≤ N) {α : ℝ} (hα : α ≠ 0) (t : ℝ) {p F : ZMod N → ℝ}
    (h : ringMatrix N α t *ᵥ p = F) :
    (1 - 2 * α * t) * ∑ i, p i = α * ∑ i, F i := by
  have s1 : ∑ i, p (i + 1) = ∑ i, p i := Equiv.sum_comp (Equiv.addRight (1 : ZMod N)) p
  have s2 : ∑ i, p (i - 1) = ∑ i, p i := Equiv.sum_comp (Equiv.subRight (1 : ZMod N)) p
  have s : ∑ i, p i = ∑ i, α * (F i + t * (p (i + 1) + p (i - 1))) :=
    Finset.sum_congr rfl fun i _ => (mulVec_eq_iff_selfConsistent hN hα t p F).1 h i
  rw [← Finset.mul_sum, Finset.sum_add_distrib, ← Finset.mul_sum, Finset.sum_add_distrib,
    s1, s2] at s
  linear_combination s

/-- Polarization catastrophe: for `N ≥ 3` and `2αt = 1`, no dipole pattern solves the equations
for a field whose sum over the ring is non-zero. -/
theorem polarization_catastrophe (hN : 3 ≤ N) {α t : ℝ} (h : 2 * α * t = 1)
    {F : ZMod N → ℝ} (hF : ∑ i, F i ≠ 0) (p : ZMod N → ℝ) :
    ringMatrix N α t *ᵥ p ≠ F := by
  intro hp
  have hα : α ≠ 0 := by
    rintro rfl
    norm_num at h
  have b := total_dipole hN hα t hp
  rw [h, sub_self, zero_mul] at b
  exact mul_ne_zero hα hF b.symm

end

end DipoleRing
```

```lean
#print axioms DipoleRing.ringMatrix_mulVec
#print axioms DipoleRing.uniform_response
#print axioms DipoleRing.polarization_catastrophe
```

```
'DipoleRing.ringMatrix_mulVec' depends on axioms: [propext, Classical.choice, Quot.sound]
'DipoleRing.uniform_response' depends on axioms: [propext, Classical.choice, Quot.sound]
'DipoleRing.polarization_catastrophe' depends on axioms: [propext, Classical.choice, Quot.sound]
```

## Reading the definitions and theorems

The sites are elements of `ZMod N`, where `i + 1` and `i - 1` wrap around the ring. Dipole patterns and fields are functions `ZMod N → ℝ`, and `ringMatrix N α t` is the matrix $A$. The expression `ringMatrix N α t *ᵥ p` is the product $Ap$, and `⬝ᵥ` is the dot product. `PosDef` means that the matrix is symmetric, in this real case, and that its quadratic form is positive on every non-zero vector.

`posDef_iff` states the criterion for `3 ≤ N`, `0 < α` and `0 ≤ t`. `uniform_response` adds the hypothesis `2 * α * t < 1` and says that `p` solves the system with field `fun _ => E` if and only if it is the stated constant pattern. That equivalence contains both the solution and its uniqueness.

Besides `3 ≤ N`, `total_dipole` needs only a non-zero `α` and a solution `p`; it restricts neither the sign of `t` nor the side of the threshold. `polarization_catastrophe` says that when `3 ≤ N`, `2 * α * t = 1` and the field sum is non-zero, every `p` fails to solve the system.

## How the lemmas carry the argument

`ringMatrix_mulVec` establishes the action of the matrix. It first shows that 1 and 2 are non-zero in `ZMod N`, since otherwise $N$ would divide 1 or 2. A site and its two neighbours are therefore three different sites. The local statement `key` splits a row into three single-site contributions, which the sum then picks out.

`mulVec_eq_iff_selfConsistent` multiplies or divides by `α` to pass between the two forms of the equations. In `quadratic_form`, the index shifts are applications of `Equiv.sum_comp`; the equalities `L` and `R` expand the quadratic form and the squared differences, and `ring` combines them.

`ringMatrix_isHermitian` supplies the symmetry by checking that being a neighbour is a mutual relation. `posDef_iff` then follows the two directions above, with the constant function 1 as the test pattern in one and a non-zero component of `x` making the sum of squares positive in the other.

In `uniform_response`, `sol` verifies the constant solution, and the difference of two distinct solutions would give the contradiction $0<0$. `total_dipole` sums the self-consistent equations using two index shifts. The catastrophe follows by setting its left side to zero; the condition `2 * α * t = 1` already implies that `α` is non-zero.

## Limits for use in a code

The coupling `t` is a given number. The file does not derive it from a dipole tensor, and it has no couplings beyond nearest neighbours, no vector dipoles and no frequency dependence. A long-range dipole sum has a different threshold.

On a curved ring with tangential dipoles, the uniform field means the same component along each local axis. That is not a spatially uniform laboratory field. On a periodic straight chain with dipoles along the chain, the two agree.

The size condition matters when test cases are small. For $N=2$ both neighbours are the same site, and this definition assigns the entry $-t$ once, so the threshold becomes $\alpha t<1$. A code that accumulates periodic images would instead enter $-2t$. The two assemblies should not be compared at that size.

The criterion also fails if negative couplings of any size are admitted. With $N=4$ and $t=-1/\alpha$, the inequality $2\alpha t<1$ holds, but the alternating pattern $(1,-1,1,-1)$ gives the quadratic form the value $-4/\alpha$. Dipoles perpendicular to a chain have negative coupling, so the test $2\alpha t<1$ is not a safe stability check for them.

Finally, the theorems concern real numbers and not a floating-point implementation. Close to the threshold, rounding can decide whether a factorisation succeeds, and small errors in $\alpha$ or $t$ produce large changes in the uniform response.
